# As a phonon softens, the slope of $\varepsilon_0 = e + S/w^2$ diverges while that of $C/\varepsilon_0$ vanishes

I am computing the formation energy of a charged vacancy in a crystal that is close to a ferroelectric instability. Its lowest polar phonon is soft, and the computed frequency moves whenever I change the lattice constant or the functional. The static dielectric constant moves with it: halving the frequency makes the lattice part four times as large. I need this dielectric constant for the image-charge correction of my supercell, which is proportional to $1/\varepsilon_0$.

A colleague says that the correction hardly notices. But the chain rule gives the slope of $1/\varepsilon_0$ as $-\varepsilon_0'/\varepsilon_0^2$, and the factor $\varepsilon_0'$ blows up as the mode softens. Why doesn't the correction inherit the trouble?

## A divergence of order $w^{-3}$ divided by one of order $w^{-4}$

Your colleague is right about the absolute error in the energy, provided that the frequency is the only input that is wrong. The factor $\varepsilon_0'$ does diverge, like $w^{-3}$, but $\varepsilon_0^2$ diverges like $w^{-4}$, so the quotient goes to zero like $w$. The relative error of the correction is another matter: near the soft limit it is about twice the relative error of the frequency, as long as that error is small.

Let $w>0$ be the transverse optical frequency of the soft polar phonon at the zone centre, $e>0$ the electronic part of the dielectric constant, and $S>0$ the strength of the polar mode, so that

$$\varepsilon_0(w) = e + \frac{S}{w^2}.$$

Write the correction as $E(w) = C/\varepsilon_0(w)$, where $C$ collects the squared charge, the Madelung constant and the cell size. Multiplying numerator and denominator by $w^2$ removes the singular term:

$$E(w) = \frac{C}{e + S/w^2} = \frac{C w^2}{e w^2 + S}.$$

The two slopes are

$$\varepsilon_0'(w) = -\frac{2S}{w^3}, \qquad
E'(w) = C\,\frac{2w(ew^2+S) - w^2\cdot 2ew}{(ew^2+S)^2} = \frac{2CSw}{(ew^2+S)^2}.$$

As $w \to 0^+$, the first tends to $-\infty$. In the second the denominator tends to $S^2 > 0$ and the numerator to $0$, so the slope tends to $0$.

Real frequency errors are finite, so compare two frequencies $w$ and $v$ directly:

$$\varepsilon_0(w)-\varepsilon_0(v) = \frac{S(v^2-w^2)}{w^2v^2}, \qquad
E(w)-E(v) = \frac{C S\,(w^2-v^2)}{(ew^2+S)(ev^2+S)}.$$

Both factors in the last denominator are at least $S$, hence

$$|E(w)-E(v)| \le \frac{|C|\,|w^2-v^2|}{S}.$$

For example, take $e=5$, $S=100\ \mathrm{THz}^2$ and $C=1$ eV. Lowering the frequency from 2 to 1 THz raises $\varepsilon_0$ from 30 to 105, yet the correction changes only from about 33 to about 10 meV. The bound allows 30 meV, and the change is 24 meV.

The same numbers show the relative error: the correction has shrunk by a factor of 3.5. To first order, a relative frequency error is multiplied by

$$\frac{w\,E'(w)}{E(w)} = \frac{2S}{ew^2+S} \;\longrightarrow\; 2 \qquad (w\to 0^+).$$

The absolute error is small because the correction itself is vanishing.

Nor does the absolute sensitivity fall steadily as the mode softens. For $C>0$, differentiating $E'$ once more gives

$$E''(w) = \frac{2CS\,(S-3ew^2)}{(ew^2+S)^3},$$

so the slope rises up to the frequency $w_0$ with $3ew_0^2=S$ and falls beyond it. At $w_0$ the static dielectric constant is $4e$. A mode that softens from a high frequency therefore first makes the correction more sensitive, and only below $w_0$ less so.

For charged-defect supercells this means that an uncertain soft-mode frequency can be tolerable in the energy correction even when it ruins the reported $\varepsilon_0$, as long as one isotropic harmonic mode with fixed $e$, $S$ and $C$ describes the screening.

## The slopes and limits as Lean statements

In the Lean code below, `staticEps e S w` is $\varepsilon_0(w)$ and `chargeCorrection C ε` is $C/\varepsilon$. All quantities are real numbers without units. Some letters differ from common use:

- `e` is the electronic dielectric constant, usually written $\varepsilon_\infty$, and not the elementary charge. Contributions of other, fixed modes may be absorbed in it.
- `w` stands for the transverse frequency $\omega_{\mathrm{TO}}$. The longitudinal frequency of the same mode, $\sqrt{w^2+S/e}$ in this model, does not go to zero as the mode softens and must not be inserted here.
- `S` has the dimension of a squared frequency, whereas many oscillator models use the same letter for the dimensionless contribution $S/w^2$.

The hypotheses have direct physical readings. `0 < e` says that the electrons screen with a positive dielectric constant, `0 < S` that the mode carries a dipole, and `0 < w` that the lattice is stable against this mode. The prefactor `C` may have either sign unless a theorem restricts it.

The central theorem is `soft_mode_sensitivity`. For positive `e` and `S` and any real `C`, it states two limits as the frequency approaches zero from above, which is the meaning of `𝓝[>] 0`. The derivative of `staticEps e S` tends to `atBot`, that is, to minus infinity, and the derivative of the correction as a function of frequency tends to `𝓝 0`, that is, to zero. Lean's `deriv` returns zero where a function has no derivative, so a limit of zero could be hollow; the two `HasDerivAt` theorems show that the derivatives exist at every positive frequency and give their values.

The other results are these:

- `finite_frequency_error` contains the exact difference of the dielectric constants and the upper bound on the change of the correction, for any two positive frequencies.
- `most_sensitive_frequency` says that, for positive `C` and `e`, the slope at `w₀` is strictly larger than at every other positive frequency, if `3 * e * w₀ ^ 2 = S`.
- `relative_sensitivity` gives the limit 2 for the logarithmic sensitivity, for nonzero `C`.

One choice in the statement is easily made wrongly. Because $\varepsilon_0$ is even in $w$, a two-sided limit `𝓝[≠] 0` looks harmless. But the slope $-2S/w^3$ is odd: from the negative side it tends to $+\infty$, and the first claim would be false. The one-sided limit is also the physical one, since frequencies of stable modes are positive.

The step from this model to your calculation is the assumption that a frequency error enters through `w` alone. Changing the lattice constant or the functional usually also changes the Born charges, and with them $S$, as well as $e$. The model further uses a scalar dielectric constant, a harmonic mode and a correction of the single form $C/\varepsilon_0$, so anisotropy, anharmonicity and higher-order terms in the cell size are left out.

```lean
import Mathlib

open Filter Topology

namespace SoftModeDielectric

noncomputable section

/-- Static dielectric constant with electronic part `e` and one polar phonon of
strength `S` and frequency `w`, for `w ≠ 0`. -/
def staticEps (e S w : ℝ) : ℝ := e + S / w ^ 2

/-- Charge correction `C / ε` of a supercell energy, for `ε ≠ 0`; the prefactor `C` collects
the charge, the Madelung constant and the cell size. -/
def chargeCorrection (C ε : ℝ) : ℝ := C / ε

/-- For positive `e`, `S` and `w`, the charge correction is `C w² / (e w² + S)`. -/
theorem chargeCorrection_staticEps {e S w : ℝ} (C : ℝ) (he : 0 < e) (hS : 0 < S)
    (hw : 0 < w) :
    chargeCorrection C (staticEps e S w) = C * w ^ 2 / (e * w ^ 2 + S) := by
  have h1 : e + S / w ^ 2 ≠ 0 := by positivity
  have h2 : e * w ^ 2 + S ≠ 0 := by positivity
  have h : w ^ 2 * (S / w ^ 2) = S := by field_simp
  unfold chargeCorrection staticEps
  rw [div_eq_div_iff h1 h2]
  linear_combination (-C) * h

/-- At a frequency `w > 0` the dielectric constant has slope `-2S / w³`. -/
theorem hasDerivAt_staticEps (e S : ℝ) {w : ℝ} (hw : 0 < w) :
    HasDerivAt (staticEps e S) (-(2 * S) / w ^ 3) w := by
  have hp : HasDerivAt (fun x : ℝ => x ^ 2) (2 * w) w := by
    simpa using hasDerivAt_pow 2 w
  have h := ((hasDerivAt_const w S).fun_div hp (pow_ne_zero 2 hw.ne')).const_add e
  refine h.congr_deriv ?_
  rw [div_eq_div_iff (by positivity) (by positivity)]
  ring

/-- For positive `e`, `S` and `w`, the charge correction has slope
`2 C S w / (e w² + S)²` as a function of the phonon frequency. -/
theorem hasDerivAt_chargeCorrection {e S w : ℝ} (C : ℝ) (he : 0 < e) (hS : 0 < S)
    (hw : 0 < w) :
    HasDerivAt (fun x => chargeCorrection C (staticEps e S x))
      (C * (2 * S * w) / (e * w ^ 2 + S) ^ 2) w := by
  have hp : HasDerivAt (fun x : ℝ => x ^ 2) (2 * w) w := by
    simpa using hasDerivAt_pow 2 w
  have hD : e * w ^ 2 + S ≠ 0 := by positivity
  have h := (hp.const_mul C).fun_div ((hp.const_mul e).add_const S) hD
  -- near `w` the correction agrees with its closed form
  have hev : (fun x => chargeCorrection C (staticEps e S x)) =ᶠ[𝓝 w]
      fun x => C * x ^ 2 / (e * x ^ 2 + S) := by
    filter_upwards [Ioi_mem_nhds hw] with x hx
    exact chargeCorrection_staticEps C he hS hx
  refine (h.congr_of_eventuallyEq hev).congr_deriv ?_
  congr 1
  ring

/-- As the phonon softens, `w → 0` from above, the slope of the dielectric constant tends to
minus infinity and the slope of the charge correction tends to zero, for `e, S > 0`. -/
theorem soft_mode_sensitivity {e S : ℝ} (C : ℝ) (he : 0 < e) (hS : 0 < S) :
    Tendsto (deriv (staticEps e S)) (𝓝[>] 0) atBot ∧
    Tendsto (deriv fun w => chargeCorrection C (staticEps e S w)) (𝓝[>] 0) (𝓝 0) := by
  constructor
  · -- the slope is a negative multiple of `(1/w)³`
    have h3 : Tendsto (fun x : ℝ => (x⁻¹) ^ 3) (𝓝[>] 0) atTop :=
      (tendsto_pow_atTop (by norm_num)).comp tendsto_inv_nhdsGT_zero
    have hneg : -(2 * S) < 0 := by linarith
    refine (h3.const_mul_atTop_of_neg hneg).congr' ?_
    filter_upwards [self_mem_nhdsWithin] with x hx
    rw [(hasDerivAt_staticEps e S hx).deriv, inv_pow, div_eq_mul_inv]
  · -- the slope extends continuously to `w = 0`, where it vanishes
    have h : Tendsto (fun x : ℝ => C * (2 * S * x) / (e * x ^ 2 + S) ^ 2) (𝓝 0)
        (𝓝 (C * (2 * S * (0 : ℝ)) / (e * (0 : ℝ) ^ 2 + S) ^ 2)) :=
      ContinuousAt.div (by fun_prop) (by fun_prop) (by simp [hS.ne'])
    rw [show C * (2 * S * (0 : ℝ)) / (e * (0 : ℝ) ^ 2 + S) ^ 2 = 0 by simp] at h
    refine (h.mono_left nhdsWithin_le_nhds).congr' ?_
    filter_upwards [self_mem_nhdsWithin] with x hx
    exact (hasDerivAt_chargeCorrection C he hS hx).deriv.symm

/-- Replacing the frequency `v` by `w` changes the dielectric constant by
`S (v² - w²) / (w² v²)`, but the charge correction by at most `|C| |w² - v²| / S`,
for positive `e`, `S`, `w` and `v`. -/
theorem finite_frequency_error {e S w v : ℝ} (C : ℝ) (he : 0 < e) (hS : 0 < S)
    (hw : 0 < w) (hv : 0 < v) :
    staticEps e S w - staticEps e S v = S * (v ^ 2 - w ^ 2) / (w ^ 2 * v ^ 2) ∧
    |chargeCorrection C (staticEps e S w) - chargeCorrection C (staticEps e S v)|
      ≤ |C| * |w ^ 2 - v ^ 2| / S := by
  constructor
  · have h : S / w ^ 2 - S / v ^ 2 = S * (v ^ 2 - w ^ 2) / (w ^ 2 * v ^ 2) := by
      rw [div_sub_div _ _ (pow_ne_zero 2 hw.ne') (pow_ne_zero 2 hv.ne')]
      congr 1
      ring
    unfold staticEps
    linarith
  · have hew : 0 < e * w ^ 2 := by positivity
    have hev : 0 < e * v ^ 2 := by positivity
    have ha : S ≤ e * w ^ 2 + S := by linarith
    have hb : S ≤ e * v ^ 2 + S := by linarith
    have hDw : 0 < e * w ^ 2 + S := by linarith
    have hDv : 0 < e * v ^ 2 + S := by linarith
    have key : C * w ^ 2 / (e * w ^ 2 + S) - C * v ^ 2 / (e * v ^ 2 + S)
        = C * (w ^ 2 - v ^ 2) * (S / ((e * w ^ 2 + S) * (e * v ^ 2 + S))) := by
      rw [div_sub_div _ _ hDw.ne' hDv.ne']
      ring
    -- both denominators are at least `S`
    have hle : S / ((e * w ^ 2 + S) * (e * v ^ 2 + S)) ≤ 1 / S := by
      rw [div_le_div_iff₀ (mul_pos hDw hDv) hS, one_mul]
      exact mul_le_mul ha hb hS.le hDw.le
    have hpos : 0 < S / ((e * w ^ 2 + S) * (e * v ^ 2 + S)) :=
      div_pos hS (mul_pos hDw hDv)
    rw [chargeCorrection_staticEps C he hS hw, chargeCorrection_staticEps C he hS hv,
      key, abs_mul, abs_mul, abs_of_pos hpos]
    calc |C| * |w ^ 2 - v ^ 2| * (S / ((e * w ^ 2 + S) * (e * v ^ 2 + S)))
        ≤ |C| * |w ^ 2 - v ^ 2| * (1 / S) :=
          mul_le_mul_of_nonneg_left hle (by positivity)
      _ = |C| * |w ^ 2 - v ^ 2| / S := by ring

/-- For `C, e > 0`, the slope of the charge correction over positive frequencies is largest
at the single frequency `w₀ > 0` with `3 e w₀² = S`. -/
theorem most_sensitive_frequency {C e S w w₀ : ℝ} (hC : 0 < C) (he : 0 < e)
    (hw : 0 < w) (hw₀ : 0 < w₀) (h : 3 * e * w₀ ^ 2 = S) (hne : w ≠ w₀) :
    deriv (fun x => chargeCorrection C (staticEps e S x)) w
      < deriv (fun x => chargeCorrection C (staticEps e S x)) w₀ := by
  have hS : 0 < S := by rw [← h]; positivity
  rw [(hasDerivAt_chargeCorrection C he hS hw).deriv,
    (hasDerivAt_chargeCorrection C he hS hw₀).deriv,
    div_lt_div_iff₀ (by positivity) (by positivity)]
  have hsq : 0 < (w - w₀) ^ 2 :=
    lt_of_le_of_ne (sq_nonneg _) (pow_ne_zero 2 (sub_ne_zero.mpr hne)).symm
  -- the difference of the two sides factors through `(w - w₀)²`
  have hpos : 0 < 2 * C * S * e ^ 2 * w₀ * (w ^ 2 + 2 * w * w₀ + 9 * w₀ ^ 2)
      * (w - w₀) ^ 2 := mul_pos (by positivity) hsq
  subst h
  nlinarith [hpos]

/-- For `e, S > 0` and `C ≠ 0`, the logarithmic sensitivity of the charge correction to the
phonon frequency tends to `2` as `w → 0` from above. -/
theorem relative_sensitivity {C e S : ℝ} (hC : C ≠ 0) (he : 0 < e) (hS : 0 < S) :
    Tendsto (fun w => w * deriv (fun x => chargeCorrection C (staticEps e S x)) w
      / chargeCorrection C (staticEps e S w)) (𝓝[>] 0) (𝓝 2) := by
  have h : Tendsto (fun x : ℝ => 2 * S / (e * x ^ 2 + S)) (𝓝 0)
      (𝓝 (2 * S / (e * (0 : ℝ) ^ 2 + S))) :=
    ContinuousAt.div (by fun_prop) (by fun_prop) (by simp [hS.ne'])
  rw [show 2 * S / (e * (0 : ℝ) ^ 2 + S) = 2 by simp [hS.ne']] at h
  refine (h.mono_left nhdsWithin_le_nhds).congr' ?_
  filter_upwards [self_mem_nhdsWithin] with x hx
  have hx' : 0 < x := hx
  have hD : e * x ^ 2 + S ≠ 0 := by positivity
  rw [(hasDerivAt_chargeCorrection C he hS hx').deriv,
    chargeCorrection_staticEps C he hS hx']
  field_simp

end

end SoftModeDielectric
```

```lean
#print axioms SoftModeDielectric.soft_mode_sensitivity
#print axioms SoftModeDielectric.finite_frequency_error
#print axioms SoftModeDielectric.most_sensitive_frequency
#print axioms SoftModeDielectric.relative_sensitivity
```

```
'SoftModeDielectric.soft_mode_sensitivity' depends on axioms: [propext, Classical.choice, Quot.sound]
'SoftModeDielectric.finite_frequency_error' depends on axioms: [propext, Classical.choice, Quot.sound]
'SoftModeDielectric.most_sensitive_frequency' depends on axioms: [propext, Classical.choice, Quot.sound]
'SoftModeDielectric.relative_sensitivity' depends on axioms: [propext, Classical.choice, Quot.sound]
```

## From the regular closed form to the limits

`chargeCorrection_staticEps` is the multiplication by $w^2$. Both denominators are nonzero by positivity, `div_eq_div_iff` cross-multiplies, and the remaining identity follows from $w^2\cdot(S/w^2)=S$.

`hasDerivAt_staticEps` applies the quotient rule to $S/x^2$ and adds the constant $e$. The rule delivers the derivative in an unsimplified form, which `congr_deriv` exchanges for $-2S/w^3$ once the two are shown to be equal.

`hasDerivAt_chargeCorrection` differentiates the closed form $Cx^2/(ex^2+S)$ instead of the nested fraction. The closed form has been established only for positive $x$, but a derivative depends only on values near the point, and all points close enough to a positive $w$ are positive. This is the content of `hev`. The final `ring` performs the cancellation in the numerator that leaves $2CSw$.

In `soft_mode_sensitivity` the two limits are taken separately. For the dielectric constant, $1/w$ tends to infinity from the right, so its cube does too, and multiplication by the negative number $-2S$ turns this into minus infinity. For the correction, the formula $2CSw/(ew^2+S)^2$ is continuous at $w=0$, because its denominator there is $S^2\neq 0$, and its value there is zero. The limit is then restricted to positive frequencies, where the formula agrees with the derivative. In both halves `congr'` makes the exchange between formula and derivative.

The first half of `finite_frequency_error` puts $S/w^2-S/v^2$ over a common denominator. In the second half, `key` is the exact difference of the corrections, and `hle` uses the fact that both denominators are at least $S$ to bound the factor $S/[(ew^2+S)(ev^2+S)]$ by $1/S$. The `calc` block multiplies this by $|C|\,|w^2-v^2|$.

`most_sensitive_frequency` avoids the second derivative. It compares the slopes at $w$ and $w_0$ by cross-multiplication. With $S=3ew_0^2$, and up to positive factors, the difference of the two sides is

$$(w^2+3w_0^2)^2 - 16\,w\,w_0^3 = (w-w_0)^2\,(w^2+2ww_0+9w_0^2),$$

which is positive whenever $w\neq w_0$. The code states the positivity of this product as `hpos`, and `nlinarith` matches it to the cross-multiplied inequality.

`relative_sensitivity` follows the pattern of the second limit above. The function $2S/(ew^2+S)$ is continuous at zero with value 2, and for positive frequencies `field_simp` identifies it with $wE'(w)/E(w)$, using $C\neq 0$ to cancel the prefactor.
